# When conjugate gradients started from zero solves a consistent semidefinite system, it finds the minimum-norm solution

Apply conjugate gradients to a system $Ax=b$ with a singular matrix $A$, and a search direction $p$ may satisfy $p\cdot Ap=0$. The step length then has a zero denominator, and the iteration breaks down with the residual still nonzero. Even without a breakdown, a singular system that has a solution has infinitely many, and it is unclear which one the method returns. In exact arithmetic, if $A$ is real, symmetric and positive semidefinite and $b$ lies in its range, the iteration cannot break down before the residual vanishes, and if the residual does vanish, the iterate is the solution closest to the starting point.

The standard second-order finite-difference form of the periodic Poisson equation $-\nabla^2\phi=\rho/\varepsilon_0$ (electrostatic potential $\phi$, charge density $\rho$, vacuum permittivity $\varepsilon_0$) on a uniform grid is of this kind: the constant potential spans the kernel, and zero total charge on the grid puts $b$ in the range.

## The iteration

Vectors are real functions on a finite index set `n`. In the code `⬝ᵥ` is the dot product and `*ᵥ` applies a matrix to a vector.

```lean
import Mathlib

open Matrix

namespace SingularConjugateGradients

noncomputable section

variable {n : Type*} [Fintype n]
```

The state at step $k$ consists of the iterate $x_k$, the residual $r_k$ and the search direction $p_k$.

```lean
/-- The data carried by conjugate gradients: iterate `x`, residual `r`, search direction `p`. -/
structure CGState (n : Type*) where
  x : n → ℝ
  r : n → ℝ
  p : n → ℝ
```

The step length is $\alpha_k=(r_k\cdot r_k)/(p_k\cdot Ap_k)$. Lean assigns a value even to division by zero, so the positivity of the denominator has to be proved separately.

```lean
/-- The step length `‖r‖² / ⟨p, A p⟩`. -/
def stepLength (A : Matrix n n ℝ) (s : CGState n) : ℝ :=
  (s.r ⬝ᵥ s.r) / (s.p ⬝ᵥ A *ᵥ s.p)
```

One step sets
$$x_{k+1}=x_k+\alpha_kp_k,\qquad r_{k+1}=r_k-\alpha_kAp_k,\qquad p_{k+1}=r_{k+1}+\beta_kp_k,$$
with $\beta_k=(r_{k+1}\cdot r_{k+1})/(r_k\cdot r_k)$.

```lean
/-- One step of standard conjugate gradients. -/
def cgStep (A : Matrix n n ℝ) (s : CGState n) : CGState n :=
  let r' := s.r - stepLength A s • (A *ᵥ s.p)
  { x := s.x + stepLength A s • s.p
    r := r'
    p := r' + ((r' ⬝ᵥ r') / (s.r ⬝ᵥ s.r)) • s.p }
```

The start $x_0$ is arbitrary, and $r_0=p_0=b-Ax_0$.

```lean
/-- Conjugate gradients for `A x = b`, started from `x₀`. -/
def cg (A : Matrix n n ℝ) (b x₀ : n → ℝ) : ℕ → CGState n
  | 0 => ⟨x₀, b - A *ᵥ x₀, b - A *ᵥ x₀⟩
  | k + 1 => cgStep A (cg A b x₀ k)
```

## Positive curvature on the range

Symmetry gives $x\cdot Ay=y\cdot Ax$.

```lean
/-- A symmetric matrix can be moved from one side of the inner product to the other. -/
theorem dot_mulVec_symm {A : Matrix n n ℝ} (hA : A.IsSymm) (x y : n → ℝ) :
    x ⬝ᵥ A *ᵥ y = y ⬝ᵥ A *ᵥ x := by
  rw [Matrix.dotProduct_mulVec, ← Matrix.mulVec_transpose, hA.eq, dotProduct_comm]
```

The number $p\cdot Ap$ is called the curvature along $p$. Suppose that it is zero. For any $q$, put $c=q\cdot Aq\ge 0$ and $s=q\cdot Ap$. Semidefiniteness, tested on $(c+1)p-sq$, gives
$$0\le -2(c+1)s^2+cs^2=-(c+2)s^2,$$
so $s=0$: this is `horth`. If also $p=Aw$, then $p\cdot p=p\cdot Aw=w\cdot Ap=0$, hence $p=0$. A nonzero vector in the range therefore has positive curvature. The hypotheses `hA` and `hpos` state symmetry and semidefiniteness, and `LinearMap.range A.mulVecLin` is the range of $A$.

```lean
/-- For a symmetric positive semidefinite matrix, a nonzero vector in the range has strictly
positive curvature. -/
theorem curvature_pos_of_mem_range {A : Matrix n n ℝ} (hA : A.IsSymm)
    (hpos : ∀ x, 0 ≤ x ⬝ᵥ A *ᵥ x) {p : n → ℝ}
    (hp : p ∈ LinearMap.range A.mulVecLin) (hp0 : p ≠ 0) : 0 < p ⬝ᵥ A *ᵥ p := by
  refine lt_of_le_of_ne (hpos p) fun h => hp0 ?_
  -- zero curvature makes `A p` orthogonal to every vector
  have horth : ∀ q : n → ℝ, q ⬝ᵥ A *ᵥ p = 0 := by
    intro q
    have hq := hpos q
    have hs := dot_mulVec_symm hA p q
    have h1 := hpos ((q ⬝ᵥ A *ᵥ q + 1) • p - (q ⬝ᵥ A *ᵥ p) • q)
    simp only [Matrix.mulVec_sub, Matrix.mulVec_smul, sub_dotProduct, dotProduct_sub,
      smul_dotProduct, dotProduct_smul, smul_eq_mul] at h1
    rw [← h, hs] at h1
    generalize q ⬝ᵥ A *ᵥ q = c at h1 hq
    generalize q ⬝ᵥ A *ᵥ p = s at h1
    by_contra hne
    have h2 : 0 < s ^ 2 := lt_of_le_of_ne (sq_nonneg s) (Ne.symm (pow_ne_zero 2 hne))
    have h3 : 0 < s ^ 2 * (c + 2) := mul_pos h2 (by linarith)
    nlinarith [h1, h3]
  -- but `p = A w`, so `p` is orthogonal to itself
  obtain ⟨w, hw⟩ := hp
  have hw' : A *ᵥ w = p := hw
  have h4 : p ⬝ᵥ A *ᵥ w = 0 := by rw [dot_mulVec_symm hA, horth]
  rw [hw'] at h4
  exact dotProduct_self_eq_zero.mp h4
```

## What the iteration preserves

If $b$ is in the range, so are $r_0=p_0=b-Ax_0$ and $x_0-x_0=0$. Each update adds multiples of range vectors, so by induction $x_k-x_0$, $r_k$ and $p_k$ remain there.

```lean
/-- For a consistent system, the displacement from the starting point, the residual and the
search direction all stay in the range of `A`. -/
theorem cg_mem_range (A : Matrix n n ℝ) {b : n → ℝ} (x₀ : n → ℝ)
    (hb : b ∈ LinearMap.range A.mulVecLin) (k : ℕ) :
    (cg A b x₀ k).x - x₀ ∈ LinearMap.range A.mulVecLin ∧
    (cg A b x₀ k).r ∈ LinearMap.range A.mulVecLin ∧
    (cg A b x₀ k).p ∈ LinearMap.range A.mulVecLin := by
  induction k with
  | zero =>
    have h0 : b - A *ᵥ x₀ ∈ LinearMap.range A.mulVecLin :=
      Submodule.sub_mem _ hb ⟨x₀, rfl⟩
    exact ⟨by simp [cg], h0, h0⟩
  | succ k ih =>
    obtain ⟨hx, hr, hp⟩ := ih
    have hr' : (cg A b x₀ (k + 1)).r ∈ LinearMap.range A.mulVecLin := by
      change (cg A b x₀ k).r - stepLength A (cg A b x₀ k) • (A *ᵥ (cg A b x₀ k).p) ∈ _
      exact Submodule.sub_mem _ hr (Submodule.smul_mem _ _ ⟨_, rfl⟩)
    refine ⟨?_, hr', ?_⟩
    · change (cg A b x₀ k).x + stepLength A (cg A b x₀ k) • (cg A b x₀ k).p - x₀ ∈ _
      rw [add_sub_right_comm]
      exact Submodule.add_mem _ hx (Submodule.smul_mem _ _ hp)
    · change (cg A b x₀ (k + 1)).r + (_ : ℝ) • (cg A b x₀ k).p ∈ _
      exact Submodule.add_mem _ hr' (Submodule.smul_mem _ _ hp)
```

The recursive residual is the true one: if $r_k=b-Ax_k$, then $r_{k+1}=b-Ax_k-\alpha_kAp_k=b-Ax_{k+1}$.

```lean
/-- The recursively updated residual equals the true residual `b - A x_k`. -/
theorem cg_residual (A : Matrix n n ℝ) (b x₀ : n → ℝ) (k : ℕ) :
    (cg A b x₀ k).r = b - A *ᵥ (cg A b x₀ k).x := by
  induction k with
  | zero => rfl
  | succ k ih =>
    change (cg A b x₀ k).r - stepLength A (cg A b x₀ k) • (A *ᵥ (cg A b x₀ k).p) =
      b - A *ᵥ ((cg A b x₀ k).x + stepLength A (cg A b x₀ k) • (cg A b x₀ k).p)
    rw [ih, Matrix.mulVec_add, Matrix.mulVec_smul, sub_sub]
```

Now let $r_0,\dots,r_k$ be nonzero. The induction carries $r_k\cdot p_k=r_k\cdot r_k$, which holds at $k=0$ because $p_0=r_0$. This identity rules out $p_k=0$, so the curvature is positive (`key`). With a nonzero denominator,
$$r_{k+1}\cdot p_k=r_k\cdot p_k-\alpha_k\,p_k\cdot Ap_k=r_k\cdot r_k-r_k\cdot r_k=0,$$
and therefore $r_{k+1}\cdot p_{k+1}=r_{k+1}\cdot r_{k+1}$ (`hrp`).

```lean
/-- For a consistent symmetric positive semidefinite system with `r_0, ..., r_k` nonzero, `⟨r_k,
p_k⟩ = ‖r_k‖²` and `⟨p_k, A p_k⟩ > 0`. -/
theorem cg_curvature_pos {A : Matrix n n ℝ} (hA : A.IsSymm)
    (hpos : ∀ x, 0 ≤ x ⬝ᵥ A *ᵥ x) {b : n → ℝ} (x₀ : n → ℝ)
    (hb : b ∈ LinearMap.range A.mulVecLin) (k : ℕ) (hr : ∀ j ≤ k, (cg A b x₀ j).r ≠ 0) :
    (cg A b x₀ k).r ⬝ᵥ (cg A b x₀ k).p = (cg A b x₀ k).r ⬝ᵥ (cg A b x₀ k).r ∧
    0 < (cg A b x₀ k).p ⬝ᵥ A *ᵥ (cg A b x₀ k).p := by
  -- the first identity forces `p_k ≠ 0`, hence positive curvature
  have key : ∀ i, (cg A b x₀ i).r ≠ 0 →
      (cg A b x₀ i).r ⬝ᵥ (cg A b x₀ i).p = (cg A b x₀ i).r ⬝ᵥ (cg A b x₀ i).r →
      0 < (cg A b x₀ i).p ⬝ᵥ A *ᵥ (cg A b x₀ i).p := by
    intro i hi h
    refine curvature_pos_of_mem_range hA hpos (cg_mem_range A x₀ hb i).2.2 fun hp0 => hi ?_
    rw [hp0, dotProduct_zero] at h
    exact dotProduct_self_eq_zero.mp h.symm
  induction k with
  | zero => exact ⟨rfl, key 0 (hr 0 le_rfl) rfl⟩
  | succ k ih =>
    obtain ⟨h1, h2⟩ := ih fun j hj => hr j (by omega)
    -- the new residual is orthogonal to the old direction
    have horth : (cg A b x₀ (k + 1)).r ⬝ᵥ (cg A b x₀ k).p = 0 := by
      change ((cg A b x₀ k).r - stepLength A (cg A b x₀ k) • (A *ᵥ (cg A b x₀ k).p)) ⬝ᵥ
        (cg A b x₀ k).p = 0
      rw [sub_dotProduct, smul_dotProduct, h1, dotProduct_comm (A *ᵥ _), smul_eq_mul,
        stepLength, div_mul_cancel₀ _ h2.ne', sub_self]
    have hrp : (cg A b x₀ (k + 1)).r ⬝ᵥ (cg A b x₀ (k + 1)).p =
        (cg A b x₀ (k + 1)).r ⬝ᵥ (cg A b x₀ (k + 1)).r := by
      change (cg A b x₀ (k + 1)).r ⬝ᵥ
        ((cg A b x₀ (k + 1)).r + (_ : ℝ) • (cg A b x₀ k).p) = _
      rw [dotProduct_add, dotProduct_smul, horth, smul_zero, add_zero]
    exact ⟨hrp, key (k + 1) (hr (k + 1) le_rfl) hrp⟩
```

## Which solution is reached

Let the residual first vanish at step $k$; that it does so is a hypothesis here. Then $Ax_k=b$. For another solution $z$, the difference $z-x_k$ is in the kernel. Writing $x_k-x_0=Aw$ gives $(z-x_k)\cdot Aw=w\cdot A(z-x_k)=0$, so
$$|z-x_0|^2=|z-x_k|^2+|x_k-x_0|^2>|x_k-x_0|^2.$$
The theorem compares these squared Euclidean lengths as dot products.

```lean
/-- Let `A` be symmetric positive semidefinite and `b` in its range. If the residual first vanishes
at step `k`, all earlier curvatures are positive, `x_k` solves `A x = b`, and every other solution
is strictly farther from the starting point `x₀`. -/
theorem cg_closest_solution {A : Matrix n n ℝ} (hA : A.IsSymm)
    (hpos : ∀ x, 0 ≤ x ⬝ᵥ A *ᵥ x) {b : n → ℝ} (x₀ : n → ℝ)
    (hb : b ∈ LinearMap.range A.mulVecLin) (k : ℕ)
    (hr : ∀ j < k, (cg A b x₀ j).r ≠ 0) (hk : (cg A b x₀ k).r = 0) :
    (∀ j < k, 0 < (cg A b x₀ j).p ⬝ᵥ A *ᵥ (cg A b x₀ j).p) ∧
    A *ᵥ (cg A b x₀ k).x = b ∧
    ∀ z, A *ᵥ z = b → z ≠ (cg A b x₀ k).x →
      ((cg A b x₀ k).x - x₀) ⬝ᵥ ((cg A b x₀ k).x - x₀) < (z - x₀) ⬝ᵥ (z - x₀) := by
  have hsol : A *ᵥ (cg A b x₀ k).x = b := by
    rw [cg_residual] at hk
    exact (sub_eq_zero.mp hk).symm
  refine ⟨fun j hj => (cg_curvature_pos hA hpos x₀ hb j fun i hi => hr i (by omega)).2,
    hsol, fun z hz hne => ?_⟩
  obtain ⟨w, hw⟩ := (cg_mem_range A x₀ hb k).1
  have hw' : A *ᵥ w = (cg A b x₀ k).x - x₀ := hw
  generalize (cg A b x₀ k).x = x at *
  -- the difference of the two solutions is orthogonal to the displacement `x - x₀`
  have hd : (z - x) ⬝ᵥ (x - x₀) = 0 := by
    rw [← hw', dot_mulVec_symm hA, Matrix.mulVec_sub, hz, hsol, sub_self, dotProduct_zero]
  have hdd : 0 < (z - x) ⬝ᵥ (z - x) :=
    lt_of_le_of_ne (Finset.sum_nonneg fun i _ => mul_self_nonneg _)
      fun h => hne (sub_eq_zero.mp (dotProduct_self_eq_zero.mp h.symm))
  have hz' : z - x₀ = (z - x) + (x - x₀) := by abel
  rw [hz', add_dotProduct, dotProduct_add, dotProduct_add, dotProduct_comm (x - x₀) (z - x), hd]
  linarith
```

Setting $x_0=0$ gives the solution of smallest norm; the strict inequality makes it unique. In the smallest case, $k=0$, the vanishing initial residual means $b=0$, and the method returns the zero vector without taking a step.

```lean
/-- Let `A` be symmetric positive semidefinite and `b` in its range. Started from zero, conjugate
gradients whose residual first vanishes at step `k` has positive curvatures before step `k` and ends
at the unique solution of smallest Euclidean norm. -/
theorem cg_minimum_norm {A : Matrix n n ℝ} (hA : A.IsSymm)
    (hpos : ∀ x, 0 ≤ x ⬝ᵥ A *ᵥ x) {b : n → ℝ}
    (hb : b ∈ LinearMap.range A.mulVecLin) (k : ℕ)
    (hr : ∀ j < k, (cg A b 0 j).r ≠ 0) (hk : (cg A b 0 k).r = 0) :
    (∀ j < k, 0 < (cg A b 0 j).p ⬝ᵥ A *ᵥ (cg A b 0 j).p) ∧
    A *ᵥ (cg A b 0 k).x = b ∧
    ∀ z, A *ᵥ z = b → z ≠ (cg A b 0 k).x →
      (cg A b 0 k).x ⬝ᵥ (cg A b 0 k).x < z ⬝ᵥ z := by
  simpa only [sub_zero] using cg_closest_solution hA hpos 0 hb k hr hk
```

## Two systems of size two

Take $A$ with all entries 1 and $b=(2,2)$. From zero, $r_0=p_0=(2,2)$ and $Ap_0=(4,4)$, so $\alpha_0=8/16=1/2$. Hence $x_1=(1,1)$ and $r_1=0$. The solutions are $(1+t,1-t)$, with squared norm $2+2t^2$, smallest at $t=0$.

```lean
/-- The 2 × 2 matrix with all entries 1 and `b = (2, 2)` meet the hypotheses of `cg_minimum_norm`
with `k = 1`, and the iterate reached from zero is `(1, 1)`. -/
theorem cg_minimum_norm_witness :
    (!![1, 1; 1, 1] : Matrix (Fin 2) (Fin 2) ℝ).IsSymm ∧
    (∀ x : Fin 2 → ℝ, 0 ≤ x ⬝ᵥ !![1, 1; 1, 1] *ᵥ x) ∧
    ![2, 2] ∈ LinearMap.range (!![1, 1; 1, 1] : Matrix (Fin 2) (Fin 2) ℝ).mulVecLin ∧
    (cg !![1, 1; 1, 1] ![2, 2] 0 0).r ≠ 0 ∧
    (cg !![1, 1; 1, 1] ![2, 2] 0 1).r = 0 ∧
    (cg !![1, 1; 1, 1] ![2, 2] 0 1).x = ![1, 1] := by
  refine ⟨?_, fun x => ?_, ⟨![1, 1], ?_⟩, fun h => ?_, ?_, ?_⟩
  · ext i j
    fin_cases i <;> fin_cases j <;> simp
  · have h : x ⬝ᵥ !![1, 1; 1, 1] *ᵥ x = (x 0 + x 1) ^ 2 := by
      simp [Matrix.mulVec, dotProduct, Fin.sum_univ_succ]
      ring
    rw [h]
    positivity
  · ext i
    fin_cases i <;> simp [Matrix.mulVec, dotProduct, Fin.sum_univ_succ] <;> norm_num
  · have h0 := congrFun h 0
    simp [cg] at h0
  · ext i
    fin_cases i <;> simp [cg, cgStep, stepLength, Matrix.mulVec, dotProduct,
      Fin.sum_univ_succ, Matrix.vecHead, Matrix.vecTail] <;> norm_num
  · ext i
    fin_cases i <;> simp [cg, cgStep, stepLength, Matrix.mulVec, dotProduct,
      Fin.sum_univ_succ] <;> norm_num
```

For $A=\mathrm{diag}(1,0)$ and $b=(1,1)$ the range condition fails. From zero, $r_0=p_0=(1,1)$ and $\alpha_0=2$, so $r_1=(-1,1)$. With $\beta_0=1$ the next direction is $p_1=(0,2)$, which lies in the kernel: its curvature is zero although the residual is not.

```lean
/-- For `A = diag(1, 0)` and `b = (1, 1)`, started from zero, the residual at step 1 is `(-1, 1)`
while the curvature along the search direction `(0, 2)` is zero. -/
theorem cg_breakdown_inconsistent :
    (cg !![1, 0; 0, 0] ![1, 1] 0 1).r = ![-1, 1] ∧
    (cg !![1, 0; 0, 0] ![1, 1] 0 1).p = ![0, 2] ∧
    (cg !![1, 0; 0, 0] ![1, 1] 0 1).p ⬝ᵥ
      !![1, 0; 0, 0] *ᵥ (cg !![1, 0; 0, 0] ![1, 1] 0 1).p = 0 := by
  have hp : (cg !![1, 0; 0, 0] ![1, 1] 0 1).p = ![0, 2] := by
    ext i
    fin_cases i <;> simp [cg, cgStep, stepLength, Matrix.mulVec, dotProduct,
      Fin.sum_univ_succ, Matrix.vecHead, Matrix.vecTail]
    norm_num
  refine ⟨?_, hp, ?_⟩
  · ext i
    fin_cases i <;> simp [cg, cgStep, stepLength, Matrix.mulVec, dotProduct,
      Fin.sum_univ_succ, Matrix.vecHead, Matrix.vecTail]
  · rw [hp]
    simp [Matrix.mulVec, dotProduct, Fin.sum_univ_succ]

end

end SingularConjugateGradients
```

```lean
#print axioms SingularConjugateGradients.cg_minimum_norm
-- 'SingularConjugateGradients.cg_minimum_norm' depends on axioms: [propext, Classical.choice, Quot.sound]
#print axioms SingularConjugateGradients.cg_breakdown_inconsistent
-- 'SingularConjugateGradients.cg_breakdown_inconsistent' depends on axioms: [propext, Classical.choice, Quot.sound]
```
